# A state with a singlet pair in every triple has energy −3N/8 on the Majumdar–Ghosh ring

Consider \(N\ge 3\) spins one-half on a ring, with sites \(i\) counted modulo \(N\) and spin operators \(\mathbf S_i\) in units of \(\hbar\). Neighbours couple antiferromagnetically with strength 1, second neighbours with strength \(\tfrac12\):

\[
H=\sum_i\left(\mathbf S_i\cdot\mathbf S_{i+1}+\tfrac12\,\mathbf S_i\cdot\mathbf S_{i+2}\right),\qquad
T_i=(\mathbf S_i+\mathbf S_{i+1}+\mathbf S_{i+2})^2 .
\]

A pair \((i,j)\) is a singlet in the state \(v\) if all three components of \(\mathbf S_i+\mathbf S_j\) annihilate \(v\). The two couplings compete, yet the energy of some states follows from the triples alone:

\[
H=\tfrac14\sum_i\left(T_i-\tfrac94\right),
\]

and if every consecutive triple contains a singlet pair, then \(Hv=-\tfrac{3N}{8}v\). For Hermitian spins no state lies lower, so a nonzero \(v\) of this kind is a ground state of this finite ring. For even \(N\), singlets on the pairs \((0,1),(2,3),\dots\) give such a state. For odd \(N\ge5\) there is none: a spin forms a singlet with at most one other, and the at most \((N-1)/2\) pairs, each lying in at most two triples, miss at least one triple. How many ground states there are, and whether a gap separates them from the rest, is a different question.

## Energy from the triples

Let \(A,B,C\) be the same Cartesian component on the three sites of a triple. They commute and each squares to \(\tfrac14\), so

\[
(A+B+C)^2=\tfrac34+2(AB+BC+AC).
\]

Summing over the three components gives

\[
T_i-\tfrac94=2\left(\mathbf S_i\cdot\mathbf S_{i+1}+\mathbf S_{i+1}\cdot\mathbf S_{i+2}+\mathbf S_i\cdot\mathbf S_{i+2}\right).
\]

Summed around the ring, the first two terms are equal after a shift of the label. The total is \(4\sum_i\mathbf S_i\cdot\mathbf S_{i+1}+2\sum_i\mathbf S_i\cdot\mathbf S_{i+2}=4H\).

Now let \((A+B)v=0\). Since

\[
(A+B+C)^2=(A+B+2C)(A+B)+C^2,
\]

each component gives \((A+B+C)^2v=\tfrac14v\). Hence \(T_iv=\tfrac34v\), and

\[
Hv=\tfrac14\,N\left(\tfrac34-\tfrac94\right)v=-\tfrac{3N}{8}v .
\]

For the bound, put \(X=A+B\), \(Y=A+C\) and \(E=XY\). Expansion gives \((A+B+C)^2-\tfrac14=2E\). Also \(X^2=2AX\) and \(Y^2=2AY\), and \(A,X,Y\) commute, so \(E^2=X^2Y^2=4A^2XY=E\). With Hermitian spins \(E\) is a Hermitian projector, hence \(E\ge0\) and \(T_i\ge\tfrac34\). Therefore

\[
H+\tfrac{3N}{8}=\tfrac14\sum_i\left(T_i-\tfrac34\right)\ge0 .
\]

## The four-site ring in numbers

Take singlets on sites \((0,1)\) and \((2,3)\):

\[
v=\tfrac12\left(|{\uparrow\downarrow}\rangle-|{\downarrow\uparrow}\rangle\right)\otimes\left(|{\uparrow\downarrow}\rangle-|{\downarrow\uparrow}\rangle\right).
\]

The triples starting at 0 and 3 contain the pair \((0,1)\); those starting at 1 and 2 contain \((2,3)\). Each contributes \(\tfrac14(\tfrac34-\tfrac94)=-\tfrac38\), so the energy is \(-\tfrac32\). In the \(16\times16\) matrix for \(H\), each diagonal bond of the square has weight 1, because the second-neighbour sum visits it twice.

## Spins and Hamiltonian in Lean

```lean
import Mathlib

open Matrix
open scoped Kronecker ComplexOrder

namespace MajumdarGhosh

noncomputable section

variable {N : ℕ} {n : Type*} [Fintype n] [DecidableEq n]
```

The type `n` labels a basis of the whole many-spin space, and `S i a` is component `a` (0, 1, 2 for \(x,y,z\)) at site `i`.

```lean
/-- Spin components on a ring: each component squares to `1/4`, and components on
different sites commute. -/
structure IsSpinHalfRing (S : ZMod N → Fin 3 → Matrix n n ℂ) : Prop where
  sq : ∀ i a, S i a * S i a = (1 / 4 : ℂ) • 1
  comm : ∀ i j, i ≠ j → ∀ a b, S i a * S j b = S j b * S i a
```

These two relations hold for spins one-half and are all that the identity and the energy need. The commutator \([S^x,S^y]=iS^z\) is not assumed.

```lean
/-- The scalar product `S_i · S_j` of two spins. -/
def dot (S : ZMod N → Fin 3 → Matrix n n ℂ) (i j : ZMod N) : Matrix n n ℂ :=
  ∑ a, S i a * S j a

/-- The squared total spin of the sites `i`, `i+1`, `i+2`. -/
def tripleSq (S : ZMod N → Fin 3 → Matrix n n ℂ) (i : ZMod N) : Matrix n n ℂ :=
  ∑ a, (S i a + S (i + 1) a + S (i + 2) a) ^ 2

/-- The Majumdar-Ghosh Hamiltonian, with second-neighbour coupling one half. -/
def hamiltonian [NeZero N] (S : ZMod N → Fin 3 → Matrix n n ℂ) : Matrix n n ℂ :=
  ∑ i, (dot S i (i + 1) + (1 / 2 : ℂ) • dot S i (i + 2))
```

The coupling ratio is fixed at one half. That a given magnetic material is described by this Hamiltonian is a physical assumption the hypotheses leave open.

```lean
/-- The total spin of the sites `i` and `j` annihilates `v`. -/
def IsSinglet (S : ZMod N → Fin 3 → Matrix n n ℂ) (v : n → ℂ) (i j : ZMod N) : Prop :=
  ∀ a, (S i a + S j a) *ᵥ v = 0

/-- Some pair among the sites `i`, `i+1`, `i+2` has total spin annihilating `v`. -/
def HasSingletPair (S : ZMod N → Fin 3 → Matrix n n ℂ) (v : n → ℂ) (i : ZMod N) : Prop :=
  IsSinglet S v i (i + 1) ∨ IsSinglet S v (i + 1) (i + 2) ∨ IsSinglet S v i (i + 2)
```

The singlet pair may differ from triple to triple, and may consist of the two outer sites.

## The identity and the eigenvalue

The condition \(N\ge3\) enters through the distinctness of the three sites, which lets their spins commute.

```lean
/-- On a ring of at least three sites, three consecutive sites are distinct. -/
theorem sites_distinct (hN : 3 ≤ N) (i : ZMod N) :
    i ≠ i + 1 ∧ i + 1 ≠ i + 2 ∧ i ≠ i + 2 := by
  have h1 : (1 : ZMod N) ≠ 0 := by
    intro h
    have hd := (CharP.cast_eq_zero_iff (ZMod N) N 1).1 (by exact_mod_cast h)
    have := Nat.le_of_dvd (by norm_num) hd
    omega
  have h2 : (2 : ZMod N) ≠ 0 := by
    intro h
    have hd := (CharP.cast_eq_zero_iff (ZMod N) N 2).1 (by exact_mod_cast h)
    have := Nat.le_of_dvd (by norm_num) hd
    omega
  exact ⟨fun h => h1 (by linear_combination -h), fun h => h1 (by linear_combination -h),
    fun h => h2 (by linear_combination -h)⟩

/-- The square of a sum of three commuting components, each with square `1/4`. -/
theorem component_sq {A B C : Matrix n n ℂ} (hA : A * A = (1 / 4 : ℂ) • 1)
    (hB : B * B = (1 / 4 : ℂ) • 1) (hC : C * C = (1 / 4 : ℂ) • 1)
    (hAB : A * B = B * A) (hBC : B * C = C * B) (hAC : A * C = C * A) :
    (A + B + C) ^ 2 = (3 / 4 : ℂ) • 1 + (2 : ℂ) • (A * B + B * C + A * C) := by
  simp only [pow_two, mul_add, add_mul]
  rw [hA, hB, hC, ← hAB, ← hBC, ← hAC]
  module
```

In the next proof, `h` is the formula for one triple and `shift` is the relabelling around the ring.

```lean
/-- For spins one-half on at least three sites, the Majumdar-Ghosh Hamiltonian is a quarter of the
sum of the squared triple spins, each reduced by `9/4`. -/
theorem hamiltonian_eq [NeZero N] (hN : 3 ≤ N) {S : ZMod N → Fin 3 → Matrix n n ℂ}
    (hS : IsSpinHalfRing S) :
    hamiltonian S = (1 / 4 : ℂ) • ∑ i, (tripleSq S i - (9 / 4 : ℂ) • 1) := by
  have h : ∀ i, tripleSq S i - (9 / 4 : ℂ) • 1
      = (2 : ℂ) • (dot S i (i + 1) + dot S (i + 1) (i + 2) + dot S i (i + 2)) := by
    intro i
    obtain ⟨h01, h12, h02⟩ := sites_distinct hN i
    have hc := fun a => component_sq (hS.sq i a) (hS.sq (i + 1) a) (hS.sq (i + 2) a)
      (hS.comm _ _ h01 a a) (hS.comm _ _ h12 a a) (hS.comm _ _ h02 a a)
    simp only [tripleSq, dot, hc, Fin.sum_univ_three]
    module
  -- moving the label by one site turns each nearest-neighbour sum into the other
  have shift : ∑ i, dot S (i + 1) (i + 2) = ∑ i, dot S i (i + 1) := by
    calc ∑ i, dot S (i + 1) (i + 2) = ∑ i, dot S (i + 1) (i + 1 + 1) :=
          Finset.sum_congr rfl fun i _ => by rw [show i + 2 = i + 1 + 1 by ring]
      _ = _ := Equiv.sum_comp (Equiv.addRight (1 : ZMod N)) fun i => dot S i (i + 1)
  simp only [hamiltonian, h, Finset.sum_add_distrib, ← Finset.smul_sum, shift]
  module
```

The factorisation with \(A+B\) on the right becomes the equation `e`.

```lean
/-- If `A + B` annihilates `v` and `C` commutes with `A` and `B` and has square `1/4`,
then `(A + B + C)²` acts on `v` as `1/4`. -/
theorem component_singlet {A B C : Matrix n n ℂ} {v : n → ℂ}
    (hC : C * C = (1 / 4 : ℂ) • 1) (hAC : A * C = C * A) (hBC : B * C = C * B)
    (h : (A + B) *ᵥ v = 0) : (A + B + C) ^ 2 *ᵥ v = (1 / 4 : ℂ) • v := by
  have e : (A + B + C) ^ 2 = (A + B + C + C) * (A + B) + (1 / 4 : ℂ) • 1 := by
    rw [← hC]
    simp only [pow_two, mul_add, add_mul]
    rw [hAC, hBC]
    abel
  rw [e, Matrix.add_mulVec, ← Matrix.mulVec_mulVec, h, Matrix.mulVec_zero, zero_add,
    Matrix.smul_mulVec, Matrix.one_mulVec]
```

The three cases of `key` are the three possible positions of the singlet pair; where needed, the sum is reordered so that the spare spin comes last. The statement also admits \(v=0\), so it gives an eigenvector only when \(v\ne0\).

```lean
/-- For spins one-half on at least three sites, if every consecutive triple contains a pair whose
total spin annihilates `v`, then `H v = -(3N/8) v`. -/
theorem majumdar_ghosh_energy [NeZero N] (hN : 3 ≤ N)
    {S : ZMod N → Fin 3 → Matrix n n ℂ} (hS : IsSpinHalfRing S) {v : n → ℂ}
    (hv : ∀ i, HasSingletPair S v i) :
    hamiltonian S *ᵥ v = (-(3 * N / 8) : ℂ) • v := by
  have ht : ∀ i, (tripleSq S i - (9 / 4 : ℂ) • 1) *ᵥ v = (-(3 / 2) : ℂ) • v := by
    intro i
    obtain ⟨h01, h12, h02⟩ := sites_distinct hN i
    -- only the spin outside the singlet pair contributes
    have key : ∀ a, (S i a + S (i + 1) a + S (i + 2) a) ^ 2 *ᵥ v = (1 / 4 : ℂ) • v := by
      intro a
      rcases hv i with h | h | h
      · exact component_singlet (hS.sq _ a) (hS.comm _ _ h02 a a) (hS.comm _ _ h12 a a) (h a)
      · rw [show S i a + S (i + 1) a + S (i + 2) a
          = S (i + 1) a + S (i + 2) a + S i a by abel]
        exact component_singlet (hS.sq _ a) (hS.comm _ _ h01.symm a a)
          (hS.comm _ _ h02.symm a a) (h a)
      · rw [add_right_comm]
        exact component_singlet (hS.sq _ a) (hS.comm _ _ h01 a a)
          (hS.comm _ _ h12.symm a a) (h a)
    rw [tripleSq, Fin.sum_univ_three, Matrix.sub_mulVec, Matrix.add_mulVec,
      Matrix.add_mulVec, key, key, key, Matrix.smul_mulVec, Matrix.one_mulVec]
    module
  have hsum : (∑ i, (tripleSq S i - (9 / 4 : ℂ) • 1)) *ᵥ v
      = ∑ i, (tripleSq S i - (9 / 4 : ℂ) • 1) *ᵥ v :=
    map_sum (AddMonoidHom.mk' (fun M : Matrix n n ℂ => M *ᵥ v)
      fun A B => Matrix.add_mulVec A B v) _ _
  rw [hamiltonian_eq hN hS, Matrix.smul_mulVec, hsum]
  simp only [ht, Finset.sum_const, Finset.card_univ, ZMod.card,
    ← Nat.cast_smul_eq_nsmul ℂ]
  module
```

## The lower bound

Hermiticity enters here. The equation `hE` states \(E^\dagger E=E\), which gives positivity directly.

```lean
/-- For three commuting Hermitian components with square `1/4`, the square of their sum
is at least `1/4`. -/
theorem component_bound {A B C : Matrix n n ℂ} (hA : A * A = (1 / 4 : ℂ) • 1)
    (hB : B * B = (1 / 4 : ℂ) • 1) (hC : C * C = (1 / 4 : ℂ) • 1)
    (hAB : A * B = B * A) (hBC : B * C = C * B) (hAC : A * C = C * A)
    (hA' : A.IsHermitian) (hB' : B.IsHermitian) (hC' : C.IsHermitian) :
    ((A + B + C) ^ 2 - (1 / 4 : ℂ) • 1).PosSemidef := by
  have key : ∀ D : Matrix n n ℂ, D * D = (1 / 4 : ℂ) • 1 → A * D = D * A →
      (A + D) * (A + D) = (2 : ℂ) • (A * (A + D)) := by
    intro D hD hAD
    simp only [mul_add, add_mul]
    rw [← hAD, hA, hD]
    module
  have e : (A + B + C) ^ 2 - (1 / 4 : ℂ) • 1
      = (A + B) * (A + C) + (A + B) * (A + C) := by
    rw [component_sq hA hB hC hAB hBC hAC]
    simp only [mul_add, add_mul]
    rw [hA, ← hAB]
    module
  have hXY : (A + B) * (A + C) = (A + C) * (A + B) := by
    simp only [mul_add, add_mul]
    rw [hAB, hAC, hBC]
    abel
  have hAX : A * (A + B) = (A + B) * A := by rw [mul_add, add_mul, hAB]
  have hX2 := key B hB hAB
  have hY2 := key C hC hAC
  have hX' := (hA'.add hB').eq
  have hY' := (hA'.add hC').eq
  rw [e]
  generalize A + B = X at *
  generalize A + C = Y at *
  -- the product `X * Y` is a Hermitian projector
  have hE : (X * Y)ᴴ * (X * Y) = X * Y := by
    rw [Matrix.conjTranspose_mul, hX', hY', ← hXY]
    calc X * Y * (X * Y) = X * (Y * X) * Y := by simp only [mul_assoc]
      _ = X * X * (Y * Y) := by rw [← hXY]; simp only [mul_assoc]
      _ = (4 : ℂ) • (A * (X * A) * Y) := by
          rw [hX2, hY2]
          simp only [smul_mul_assoc, mul_smul_comm, smul_smul, mul_assoc]
          norm_num
      _ = (4 : ℂ) • (A * A * (X * Y)) := by rw [← hAX]; simp only [mul_assoc]
      _ = X * Y := by
          rw [hA, smul_mul_assoc, one_mul, smul_smul]
          norm_num
  have hp := Matrix.posSemidef_conjTranspose_mul_self (X * Y)
  rw [hE] at hp
  exact hp.add hp
```

Adding the components and then the triples bounds the full Hamiltonian; `PosSemidef` expresses \(H+3N/8\ge0\).

```lean
/-- For Hermitian spins one-half on at least three sites, `H + 3N/8` is positive semidefinite: no
state has energy below `-3N/8`. -/
theorem energy_lower_bound [NeZero N] (hN : 3 ≤ N)
    {S : ZMod N → Fin 3 → Matrix n n ℂ} (hS : IsSpinHalfRing S)
    (hH : ∀ i a, (S i a).IsHermitian) :
    (hamiltonian S + (3 * N / 8 : ℂ) • 1).PosSemidef := by
  have ht : ∀ i, (tripleSq S i - (3 / 4 : ℂ) • 1).PosSemidef := by
    intro i
    obtain ⟨h01, h12, h02⟩ := sites_distinct hN i
    have hc := fun a => component_bound (hS.sq i a) (hS.sq (i + 1) a) (hS.sq (i + 2) a)
      (hS.comm _ _ h01 a a) (hS.comm _ _ h12 a a) (hS.comm _ _ h02 a a)
      (hH _ a) (hH _ a) (hH _ a)
    convert ((hc 0).add (hc 1)).add (hc 2) using 1
    rw [tripleSq, Fin.sum_univ_three]
    module
  have e : hamiltonian S + (3 * N / 8 : ℂ) • 1
      = (1 / 4 : ℂ) • ∑ i, (tripleSq S i - (3 / 4 : ℂ) • 1) := by
    rw [hamiltonian_eq hN hS]
    simp only [Finset.sum_sub_distrib, Finset.sum_const, Finset.card_univ, ZMod.card,
      ← Nat.cast_smul_eq_nsmul ℂ]
    module
  rw [e]
  exact (Matrix.posSemidef_sum _ fun i _ => ht i).smul (by rw [Complex.le_def]; norm_num)
```

## A dimer state on four sites

The example above is now built from Pauli matrices. The vector `dimer` is unnormalised: it is twice the \(v\) given there.

```lean
/-- The spin matrices of one site: half the Pauli matrices. -/
def spinHalf : Fin 3 → Matrix (Fin 2) (Fin 2) ℂ :=
  ![!![0, 1 / 2; 1 / 2, 0], !![0, -Complex.I / 2; Complex.I / 2, 0], !![1 / 2, 0; 0, -1 / 2]]

/-- The spin operators of a ring of four sites. -/
def fourRing (i : ZMod 4) (a : Fin 3) :
    Matrix ((Fin 2 × Fin 2) × (Fin 2 × Fin 2)) ((Fin 2 × Fin 2) × (Fin 2 × Fin 2)) ℂ :=
  (![(spinHalf a ⊗ₖ 1) ⊗ₖ 1, (1 ⊗ₖ spinHalf a) ⊗ₖ 1,
    1 ⊗ₖ (spinHalf a ⊗ₖ 1), 1 ⊗ₖ (1 ⊗ₖ spinHalf a)] : Fin 4 → _) i

/-- The unnormalised singlet of two sites. -/
def singlet (p : Fin 2 × Fin 2) : ℂ := !![0, 1; -1, 0] p.1 p.2

/-- The product of singlets on the sites `0, 1` and `2, 3`. -/
def dimer (p : (Fin 2 × Fin 2) × (Fin 2 × Fin 2)) : ℂ := singlet p.1 * singlet p.2

/-- A Kronecker product acts factor by factor on a product state. -/
theorem kronecker_mulVec_product {l : Type*} [Fintype l] (A B : Matrix l l ℂ) (x y : l → ℂ) :
    (A ⊗ₖ B) *ᵥ (fun p => x p.1 * y p.2) = fun p => (A *ᵥ x) p.1 * (B *ᵥ y) p.2 := by
  ext p
  simp only [Matrix.mulVec, dotProduct, Matrix.kroneckerMap_apply, Fintype.sum_prod_type,
    Finset.sum_mul_sum]
  exact Finset.sum_congr rfl fun i _ => Finset.sum_congr rfl fun j _ => by ring
```

The last theorem checks the spin relations and Hermiticity, and finds a singlet pair in each of the four triples. Both the eigenvalue and the bound therefore apply to this state.

```lean
/-- The four-site ring and its nonzero dimer state satisfy all the hypotheses on the spins
and on the state. -/
theorem majumdar_ghosh_witness :
    IsSpinHalfRing fourRing ∧ (∀ i a, (fourRing i a).IsHermitian) ∧
      dimer ≠ 0 ∧ ∀ i, HasSingletPair fourRing dimer i := by
  have hsq : ∀ a, spinHalf a * spinHalf a = (1 / 4 : ℂ) • 1 := by
    intro a
    ext i j
    fin_cases a <;> fin_cases i <;> fin_cases j <;>
      norm_num [spinHalf, Matrix.mul_apply, Fin.sum_univ_two, Complex.ext_iff]
  have hherm : ∀ a, (spinHalf a)ᴴ = spinHalf a := by
    intro a
    ext i j
    fin_cases a <;> fin_cases i <;> fin_cases j <;>
      norm_num [spinHalf, Matrix.conjTranspose_apply, Complex.ext_iff]
  have hpair : ∀ a, (spinHalf a ⊗ₖ 1 + 1 ⊗ₖ spinHalf a) *ᵥ singlet = 0 := by
    intro a
    ext ⟨p, q⟩
    fin_cases a <;> fin_cases p <;> fin_cases q <;>
      simp [spinHalf, singlet, Matrix.mulVec, dotProduct, Fintype.sum_prod_type,
        Fin.sum_univ_two, Matrix.one_apply] <;> ring
  have e0 : ∀ a, fourRing 0 a = (spinHalf a ⊗ₖ 1) ⊗ₖ 1 := fun _ => rfl
  have e1 : ∀ a, fourRing 1 a = (1 ⊗ₖ spinHalf a) ⊗ₖ 1 := fun _ => rfl
  have e2 : ∀ a, fourRing 2 a = 1 ⊗ₖ (spinHalf a ⊗ₖ 1) := fun _ => rfl
  have e3 : ∀ a, fourRing 3 a = 1 ⊗ₖ (1 ⊗ₖ spinHalf a) := fun _ => rfl
  have cases4 : ∀ i : ZMod 4, i = 0 ∨ i = 1 ∨ i = 2 ∨ i = 3 := by decide
  have h01 : IsSinglet fourRing dimer 0 1 := by
    intro a
    rw [e0, e1, ← Matrix.add_kronecker]
    refine (kronecker_mulVec_product _ _ singlet singlet).trans ?_
    rw [hpair]
    ext p
    simp
  have h23 : IsSinglet fourRing dimer 2 3 := by
    intro a
    rw [e2, e3, ← Matrix.kronecker_add]
    refine (kronecker_mulVec_product _ _ singlet singlet).trans ?_
    rw [hpair]
    ext p
    simp
  refine ⟨⟨?_, ?_⟩, ?_, ?_, ?_⟩
  · intro i a
    rcases cases4 i with rfl | rfl | rfl | rfl <;>
      simp [e0, e1, e2, e3, ← Matrix.mul_kronecker_mul, hsq, Matrix.smul_kronecker,
        Matrix.kronecker_smul]
  · intro i j
    rcases cases4 i with rfl | rfl | rfl | rfl <;>
      rcases cases4 j with rfl | rfl | rfl | rfl <;>
      simp [e0, e1, e2, e3, ← Matrix.mul_kronecker_mul]
  · intro i a
    rcases cases4 i with rfl | rfl | rfl | rfl <;>
      simp [Matrix.IsHermitian, e0, e1, e2, e3, Matrix.conjTranspose_kronecker, hherm]
  · intro h
    have := congrFun h ((0, 1), (0, 1))
    simp [dimer, singlet] at this
  · intro i
    rcases cases4 i with rfl | rfl | rfl | rfl
    · exact Or.inl h01
    · exact Or.inr (Or.inl h23)
    · exact Or.inl h23
    · exact Or.inr (Or.inl h01)

end

end MajumdarGhosh
```

```lean
#print axioms MajumdarGhosh.majumdar_ghosh_energy
#print axioms MajumdarGhosh.energy_lower_bound
```

```
'MajumdarGhosh.majumdar_ghosh_energy' depends on axioms: [propext, Classical.choice, Quot.sound]
'MajumdarGhosh.energy_lower_bound' depends on axioms: [propext, Classical.choice, Quot.sound]
```
